# The potential of an interpolated van der Waals energy with a symmetric kernel

Let a density take the values \(\rho_i\) on a finite grid, and let finitely many functions \(q_a\), one for each interpolation channel \(a\), turn it into channel densities \(t_a(i)=q_a(\rho_i)\). If the real kernel satisfies \(K_{ab}(i,j)=K_{ba}(j,i)\) and every \(q_a\) is differentiable at the grid densities, the energy

\[
E=\frac12\sum_{a,i,b,j}t_a(i)\,K_{ab}(i,j)\,t_b(j)
\]

has the derivative

\[
\frac{\partial E}{\partial\rho_i}=v_i=\sum_a u_a(i)\,q_a'(\rho_i),\qquad
u_a(i)=\sum_{b,j}K_{ab}(i,j)\,t_b(j).
\]

A nonlocal functional of the vdW-DF type couples the densities at pairs of points through a function of their separation and of a local parameter \(q_0\) at each point. If \(q_0\) depends on the density value alone, interpolating in \(q_0\) and replacing the double integral by a sum over grid points gives an energy of the form above. In the usual functionals \(q_0\) also depends on the density gradient, which this model leaves out. A self-consistent density-functional calculation that includes this energy needs its derivative, divided by the volume per grid point, as a contribution to the Kohn–Sham potential.

## Two equal terms cancel the factor one half

Change the density by \(w_i\). To first order the channel densities change by \(\delta t_a(i)=q_a'(\rho_i)\,w_i\), and the product rule gives

\[
dE=\frac12\sum_{a,i,b,j}\delta t_a(i)K_{ab}(i,j)t_b(j)
+\frac12\sum_{a,i,b,j}t_a(i)K_{ab}(i,j)\delta t_b(j).
\]

In the second sum, exchange the names \((a,i)\) and \((b,j)\), then use the symmetry of the kernel:

\[
\sum_{a,i,b,j}t_b(j)K_{ba}(j,i)\,\delta t_a(i)
=\sum_{a,i,b,j}\delta t_a(i)K_{ab}(i,j)\,t_b(j).
\]

The two sums are equal, so

\[
dE=\sum_{a,i}\delta t_a(i)\,u_a(i)=\sum_i\Big(\sum_a u_a(i)q_a'(\rho_i)\Big)w_i=\sum_i v_i w_i .
\]

Choosing \(w\) to be one at a single point and zero elsewhere gives the partial derivative.

In functionals of the vdW-DF type each channel density is the density times an interpolation function \(p_a\) of \(q_0\). If \(q_0\) depends on the density value alone, this means \(q_a(x)=x\,p_a(q_0(x))\). The product and chain rules then give

\[
v_i=\sum_a u_a(i)\big[p_a(q_0(\rho_i))+\rho_i\,p_a'(q_0(\rho_i))\,q_0'(\rho_i)\big].
\]

Linear response also needs the change of the potential itself. Along \(\rho+s w\), both factors of \(v_i\) vary. If every \(q_a'\) is also differentiable at \(\rho_i\), then at \(s=0\)

\[
\frac{dv_i}{ds}=\sum_a\Big[\Big(\sum_{b,j}K_{ab}(i,j)q_b'(\rho_j)w_j\Big)q_a'(\rho_i)
+u_a(i)\,q_a''(\rho_i)\,w_i\Big].
\]

## Without kernel symmetry the formula can fail

Take two grid points, numbered 0 and 1, one channel \(q(x)=x\), and a kernel whose only nonzero entry is \(K(0,1)=1\). Then \(E=\tfrac12\rho_0\rho_1\), so at unit densities \(\partial E/\partial\rho_0=\tfrac12\). The formula gives \(u(0)\,q'(1)=1\). The energy sees only the symmetric part of the kernel, whereas \(u\) sees all of it.

## Grid, channels and energy in Lean

The finite type `α` labels the channels and the finite type `ι` labels the grid points.

```lean
import Mathlib

open Finset

namespace InterpolatedVdW

noncomputable section

variable {α ι : Type*} [Fintype α] [Fintype ι]
```

A density is a function `ρ : ι → ℝ`. The channel densities \(t_a(i)\) are called `theta`, after the letter common in the van der Waals literature. There \(q_a\) often denotes an interpolation node; here `q a` is a function of the density.

```lean
/-- The channel densities `t_a(i) = q_a(ρ_i)` on the grid. -/
def theta (q : α → ℝ → ℝ) (ρ : ι → ℝ) (a : α) (i : ι) : ℝ := q a (ρ i)
```

The auxiliary field accepts arbitrary channel densities `t`, so the same definition serves for \(t_a(i)\) and for their first-order changes.

```lean
/-- The auxiliary field `u_a(i) = ∑_{b,j} K_ab(i,j) t_b(j)` produced by channel densities `t`. -/
def auxField (K : α → α → ι → ι → ℝ) (t : α → ι → ℝ) (a : α) (i : ι) : ℝ :=
  ∑ b, ∑ j, K a b i j * t b j
```

The energy is the quadruple sum, with the kernel held fixed as the density varies.

```lean
/-- The interpolated nonlocal energy `E = ½ ∑ t_a(i) K_ab(i,j) t_b(j)`. -/
def energy (K : α → α → ι → ι → ℝ) (q : α → ℝ → ℝ) (ρ : ι → ℝ) : ℝ :=
  (1 / 2) * ∑ a, ∑ i, ∑ b, ∑ j, theta q ρ a i * K a b i j * theta q ρ b j
```

Any quadrature weights belong in `K`. On a uniform grid with volume element \(\Delta V\), the kernel carries a factor \(\Delta V^2\), and the discretised functional derivative is \(v_i/\Delta V\).

```lean
/-- The grid potential `v_i = ∑_a u_a(i) q_a'(ρ_i)`, for `q_a` differentiable at `ρ_i`. -/
def potential (K : α → α → ι → ι → ℝ) (q : α → ℝ → ℝ) (ρ : ι → ℝ) (i : ι) : ℝ :=
  ∑ a, auxField K (theta q ρ) a i * deriv (q a) (ρ i)
```

Lean's `deriv` returns zero where a function has no derivative, so `potential` has its intended meaning only under the differentiability assumptions of the theorems.

## Where the symmetry comes from

A van der Waals kernel is usually tabulated from a function \(\varphi\) of two node values and a distance. In the definition below, `node a` is the node value of channel `a` and `r i` is the position of grid point `i`. Positions may lie in any space with a distance function, even one in which distinct points can be at distance zero.

```lean
/-- The kernel tabulated from a function `φ` of two node values and the distance between
two grid points. -/
def tabulatedKernel {X : Type*} [PseudoMetricSpace X] (φ : ℝ → ℝ → ℝ → ℝ)
    (node : α → ℝ) (r : ι → X) (a b : α) (i j : ι) : ℝ :=
  φ (node a) (node b) (dist (r i) (r j))
```

If \(\varphi\) is unchanged when its node values are exchanged, the table has the required symmetry. Physically, the interaction of two density elements does not depend on which is named first. The proof uses this property of \(\varphi\) once and the symmetry of distance once.

```lean
omit [Fintype α] [Fintype ι] in
/-- If `φ` is symmetric in its two node values, the tabulated kernel obeys
`K_ab(i,j) = K_ba(j,i)`. -/
theorem tabulatedKernel_symm {X : Type*} [PseudoMetricSpace X] (φ : ℝ → ℝ → ℝ → ℝ)
    (hφ : ∀ x y d, φ x y d = φ y x d) (node : α → ℝ) (r : ι → X) (a b : α) (i j : ι) :
    tabulatedKernel φ node r a b i j = tabulatedKernel φ node r b a j i := by
  unfold tabulatedKernel
  rw [hφ, dist_comm]
```

## Reciprocity of source and probe

The exchange of names made above becomes a lemma about two arbitrary sets of channel densities, `s` and `t`: the interaction of `s` with the field of `t` equals that of `t` with the field of `s`.

```lean
/-- Reciprocity: for a symmetric kernel, the interaction of `s` with the field of `t` equals
the interaction of `t` with the field of `s`. -/
theorem reciprocity (K : α → α → ι → ι → ℝ) (hK : ∀ a b i j, K a b i j = K b a j i)
    (s t : α → ι → ℝ) :
    ∑ a, ∑ i, s a i * auxField K t a i = ∑ a, ∑ i, t a i * auxField K s a i := by
  -- exchange the two (channel, point) pairs
  have h := Finset.sum_comm (s := (univ : Finset (α × ι))) (t := (univ : Finset (α × ι)))
    (f := fun x y => s x.1 x.2 * (K x.1 y.1 x.2 y.2 * t y.1 y.2))
  simp only [Fintype.sum_prod_type] at h
  simp only [auxField, mul_sum]
  rw [h]
  refine sum_congr rfl fun a _ => sum_congr rfl fun i _ =>
    sum_congr rfl fun b _ => sum_congr rfl fun j _ => ?_
  rw [hK b a j i]
  ring
```

The proof treats a channel and a grid point as one combined index. `Finset.sum_comm` exchanges the two combined indices, `hK` turns the kernel entry round, and `ring` reorders the factors.

## The total derivative

The main theorem uses `HasFDerivAt`, the total derivative: the error of the linear approximation \(\sum_i v_i w_i\) vanishes faster than the size of \(w\), whatever its direction. The map `ContinuousLinearMap.proj i` picks out \(w_i\), so it plays the part of \(d\rho_i\).

```lean
/-- For a symmetric kernel and channel functions differentiable at the grid densities, the
total derivative of the interpolated energy is `dE = ∑_i v_i dρ_i`. -/
theorem hasFDerivAt_energy (K : α → α → ι → ι → ℝ) (hK : ∀ a b i j, K a b i j = K b a j i)
    (q : α → ℝ → ℝ) (ρ : ι → ℝ) (hq : ∀ a i, DifferentiableAt ℝ (q a) (ρ i)) :
    HasFDerivAt (energy K q)
      (∑ i, potential K q ρ i • (ContinuousLinearMap.proj i : (ι → ℝ) →L[ℝ] ℝ)) ρ := by
  have ht : ∀ a i, HasFDerivAt (fun r : ι → ℝ => theta q r a i)
      (deriv (q a) (ρ i) • (ContinuousLinearMap.proj i : (ι → ℝ) →L[ℝ] ℝ)) ρ := by
    intro a i
    have h := (hq a i).hasDerivAt.comp_hasFDerivAt ρ
      (ContinuousLinearMap.proj i : (ι → ℝ) →L[ℝ] ℝ).hasFDerivAt
    exact h
  have hE := HasFDerivAt.const_mul (HasFDerivAt.fun_sum (u := univ) fun (a : α) _ =>
    HasFDerivAt.fun_sum (u := univ) fun (i : ι) _ =>
    HasFDerivAt.fun_sum (u := univ) fun (b : α) _ =>
    HasFDerivAt.fun_sum (u := univ) fun (j : ι) _ =>
      ((ht a i).mul_const (K a b i j)).fun_mul (ht b j)) (1 / 2 : ℝ)
  refine HasFDerivAt.congr_fderiv hE (ContinuousLinearMap.ext fun w => ?_)
  -- the product rule gives two interaction sums, equal by reciprocity
  have hr := reciprocity K hK (fun a i => deriv (q a) (ρ i) * w i) (theta q ρ)
  calc _ = (1 / 2) * (∑ a, ∑ i, (theta q ρ a i *
          auxField K (fun b j => deriv (q b) (ρ j) * w j) a i
          + deriv (q a) (ρ i) * w i * auxField K (theta q ρ) a i)) := by
        simp only [smul_apply, _root_.sum_apply,
          add_apply, ContinuousLinearMap.proj_apply, smul_eq_mul,
          auxField, mul_sum, ← sum_add_distrib]
        refine sum_congr rfl fun a _ => sum_congr rfl fun i _ =>
          sum_congr rfl fun b _ => sum_congr rfl fun j _ => ?_
        ring
    _ = ∑ a, ∑ i, deriv (q a) (ρ i) * w i * auxField K (theta q ρ) a i := by
        simp only [sum_add_distrib]
        linarith
    _ = _ := by
        rw [Finset.sum_comm]
        simp only [smul_apply, _root_.sum_apply,
          ContinuousLinearMap.proj_apply, smul_eq_mul, potential, sum_mul]
        refine sum_congr rfl fun i _ => sum_congr rfl fun a _ => ?_
        ring
```

The step `ht` is the chain rule \(\delta t_a(i)=q_a'(\rho_i)w_i\), and `hE` applies the product rule under the four sums. The `calc` block then follows the derivation by hand. Its first line collects the result into two interaction sums with the prefactor one half. The second uses reciprocity, stored as `hr`, to merge them. The third exchanges the order of the sums over channels and points to recover \(\sum_i v_i w_i\).

## Varying one grid value

`Function.update ρ i x` is the density with its value at point `i` replaced by `x`. The next theorem is therefore the partial derivative stated at the beginning.

```lean
/-- For a symmetric kernel and channel functions differentiable at the grid densities,
`∂E/∂ρ_i = ∑_a u_a(i) q_a'(ρ_i)` when only the density at point `i` is varied. -/
theorem hasDerivAt_energy [DecidableEq ι] (K : α → α → ι → ι → ℝ)
    (hK : ∀ a b i j, K a b i j = K b a j i) (q : α → ℝ → ℝ) (ρ : ι → ℝ)
    (hq : ∀ a i, DifferentiableAt ℝ (q a) (ρ i)) (i : ι) :
    HasDerivAt (fun x => energy K q (Function.update ρ i x)) (potential K q ρ i) (ρ i) := by
  have h := hasFDerivAt_energy K hK q ρ hq
  rw [← Function.update_eq_self i ρ] at h
  have h2 := h.comp_hasDerivAt (ρ i) (hasDerivAt_update ρ i (ρ i))
  refine HasDerivAt.congr_deriv h2 ?_
  simp [Pi.single_apply]
```

The proof composes the total derivative with this one-parameter change, whose velocity is one at point `i` and zero elsewhere. The final `simp` selects the single surviving term.

## Density-weighted channels

Here `q0` is a function of one real number, the local density. In the usual van der Waals functionals \(q_0\) also depends on the density gradient. Passing to that setting adds terms to the potential that this model does not contain.

```lean
/-- For density-weighted channels `q_a(x) = x p_a(q0(x))` with `p_a` and `q0` differentiable
at the relevant values, `v_i = ∑_a u_a(i) [p_a(q0) + ρ_i p_a'(q0) q0'(ρ_i)]`. -/
theorem potential_density_weighted (K : α → α → ι → ι → ℝ) (p : α → ℝ → ℝ) (q0 : ℝ → ℝ)
    (ρ : ι → ℝ) (i : ι) (hp : ∀ a, DifferentiableAt ℝ (p a) (q0 (ρ i)))
    (h0 : DifferentiableAt ℝ q0 (ρ i)) :
    potential K (fun a x => x * p a (q0 x)) ρ i =
      ∑ a, auxField K (theta (fun a x => x * p a (q0 x)) ρ) a i *
        (p a (q0 (ρ i)) + ρ i * (deriv (p a) (q0 (ρ i)) * deriv q0 (ρ i))) := by
  simp only [potential]
  refine sum_congr rfl fun a _ => ?_
  have h : HasDerivAt (fun x => x * p a (q0 x))
      (1 * p a (q0 (ρ i)) + ρ i * (deriv (p a) (q0 (ρ i)) * deriv q0 (ρ i))) (ρ i) :=
    (hasDerivAt_id' (ρ i)).fun_mul ((hp a).hasDerivAt.comp (ρ i) h0.hasDerivAt)
  rw [h.deriv, one_mul]
```

The identity needs no kernel symmetry, since it only evaluates \(q_a'\) inside the definition of the potential. The derivative `h` combines the product rule for \(x\,p_a(q_0(x))\) with the chain rule for \(p_a(q_0(x))\).

## First-order response of the potential

The parameter `s` scales a fixed density perturbation `w`. The first term in the result comes from the field of the induced channel densities, and the second from the local curvature of the channel functions.

```lean
/-- Linear response: under `ρ + s w` the potential at point `i` changes at first order by the
field of the induced channel densities times `q_a'`, plus the old field times `q_a'' w_i`, if
the `q_a` are differentiable at all grid densities and the `q_a'` at `ρ_i`. -/
theorem hasDerivAt_potential (K : α → α → ι → ι → ℝ) (q : α → ℝ → ℝ) (ρ w : ι → ℝ) (i : ι)
    (hq : ∀ a j, DifferentiableAt ℝ (q a) (ρ j))
    (hq2 : ∀ a, DifferentiableAt ℝ (deriv (q a)) (ρ i)) :
    HasDerivAt (fun s : ℝ => potential K q (fun j => ρ j + s * w j) i)
      (∑ a, (auxField K (fun b j => deriv (q b) (ρ j) * w j) a i * deriv (q a) (ρ i)
        + auxField K (theta q ρ) a i * (deriv (deriv (q a)) (ρ i) * w i))) 0 := by
  -- chain rule along the straight density path
  have hc : ∀ (f : ℝ → ℝ) (j : ι), DifferentiableAt ℝ f (ρ j) →
      HasDerivAt (fun s : ℝ => f (ρ j + s * w j)) (deriv f (ρ j) * w j) 0 := by
    intro f j hf
    have hl : HasDerivAt (fun s : ℝ => ρ j + s * w j) (w j) 0 := by
      simpa using ((hasDerivAt_id' (0 : ℝ)).mul_const (w j)).const_add (ρ j)
    have h' : HasDerivAt f (deriv f (ρ j)) (ρ j + 0 * w j) := by
      rw [zero_mul, add_zero]
      exact hf.hasDerivAt
    exact h'.comp 0 hl
  have hu : ∀ a, HasDerivAt (fun s : ℝ => auxField K (theta q (fun j => ρ j + s * w j)) a i)
      (auxField K (fun b j => deriv (q b) (ρ j) * w j) a i) 0 := fun a =>
    HasDerivAt.fun_sum fun b _ => HasDerivAt.fun_sum fun j _ =>
      (hc (q b) j (hq b j)).const_mul (K a b i j)
  have h := HasDerivAt.fun_sum (u := univ) fun (a : α) _ =>
    (hu a).fun_mul (hc (deriv (q a)) i (hq2 a))
  refine HasDerivAt.congr_deriv h ?_
  simp only [zero_mul, add_zero]
```

This statement also holds for any kernel. It asks for the first derivatives of all channel functions at every grid density, but for second derivatives only at \(\rho_i\), the point where the potential is evaluated. The helper `hc` is the chain rule along the straight path, `hu` differentiates the auxiliary field, and the product rule joins them.

## The asymmetric example in Lean

The type `Unit` supplies the single channel and `Fin 2` the two points. The theorem denies that the value of `potential` is the derivative of the energy with respect to the density at point 0.

```lean
/-- On two grid points with one channel `q(x) = x`, unit densities, and a kernel whose only
nonzero entry is `K(0,1) = 1`, the potential formula does not give `∂E/∂ρ_0`. -/
theorem potential_fails_without_symmetry :
    ¬ HasDerivAt (fun x : ℝ => energy (fun _ _ i j => if i = 0 ∧ j = 1 then 1 else 0)
        (fun (_ : Unit) y => y) (Function.update (fun _ : Fin 2 => (1 : ℝ)) 0 x))
      (potential (fun _ _ i j => if i = 0 ∧ j = 1 then 1 else 0)
        (fun (_ : Unit) y => y) (fun _ : Fin 2 => (1 : ℝ)) 0) 1 := by
  intro h
  have hE : (fun x : ℝ => energy (fun _ _ i j => if i = 0 ∧ j = 1 then 1 else 0)
      (fun (_ : Unit) y => y) (Function.update (fun _ : Fin 2 => (1 : ℝ)) 0 x))
      = fun x => (1 / 2) * x := by
    funext x
    simp [energy, theta, Fin.sum_univ_two]
  have hv : potential (fun _ _ i j => if i = 0 ∧ j = 1 then 1 else 0)
      (fun (_ : Unit) y => y) (fun _ : Fin 2 => (1 : ℝ)) 0 = 1 := by
    simp [potential, auxField, theta]
  rw [hE, hv] at h
  -- the true slope is one half, the formula gives one
  have h2 := h.unique ((hasDerivAt_id' (1 : ℝ)).const_mul (1 / 2))
  norm_num at h2

end

end InterpolatedVdW
```

The proof computes the energy as \(x/2\) in `hE` and the potential as 1 in `hv`. Since a derivative is unique, the assumption would force \(1=\tfrac12\), which `norm_num` refutes.

```lean
#print axioms InterpolatedVdW.hasDerivAt_energy
-- 'InterpolatedVdW.hasDerivAt_energy' depends on axioms: [propext, Classical.choice, Quot.sound]
#print axioms InterpolatedVdW.potential_density_weighted
-- 'InterpolatedVdW.potential_density_weighted' depends on axioms: [propext, Classical.choice, Quot.sound]
#print axioms InterpolatedVdW.hasDerivAt_potential
-- 'InterpolatedVdW.hasDerivAt_potential' depends on axioms: [propext, Classical.choice, Quot.sound]
#print axioms InterpolatedVdW.potential_fails_without_symmetry
-- 'InterpolatedVdW.potential_fails_without_symmetry' depends on axioms: [propext, Classical.choice, Quot.sound]
```
